# For \(N\) particles in \(d+1\) modes, the boson symmetriser is a Hermitian projection with trace \(\binom{N+d}{N}\)

## Wavefunctions on labelled configurations

Take \(N\) particles, labelled \(0,\dots,N-1\), and \(d\) single-particle modes, labelled \(0,\dots,d-1\). The modes stand for an orthonormal basis of the one-particle space. A configuration \(c\) says which mode each particle occupies, and a wavefunction \(\psi\) gives a complex amplitude \(\psi(c)\) to every configuration. These amplitudes are the coefficients of an \(N\)-particle state in the product basis, so the wavefunctions form a space of dimension \(d^N\). The inner product is

\[
\langle\varphi,\psi\rangle=\sum_c \overline{\varphi(c)}\,\psi(c),
\]

conjugate-linear in the first argument. Lean writes it `star φ ⬝ᵥ ψ`.

```lean
import Mathlib

open Matrix

namespace BosonSymmetriser

noncomputable section

variable {N d : ℕ}
```

A configuration is a function from particle labels to mode labels. Any number of particles may share a mode.

```lean
/-- A configuration of `N` labelled particles assigns to each particle one of `d` modes. -/
abbrev Config (N d : ℕ) := Fin N → Fin d
```

A permutation \(\sigma\) of the particle labels acts on wavefunctions by

\[
(U_\sigma\psi)(c)=\psi(c\circ\sigma).
\]

With this convention \(U_\sigma U_\tau=U_{\sigma\tau}\), because both sides send \(\psi\) to the function \(c\mapsto\psi(c\circ\sigma\circ\tau)\). In the code \(U_\sigma\) is `exchange σ`, a complex-linear map.

```lean
/-- The operator `U_σ` that permutes the particle labels of a wavefunction:
`(U_σ ψ)(c) = ψ(c ∘ σ)`. -/
def exchange (σ : Equiv.Perm (Fin N)) : (Config N d → ℂ) →ₗ[ℂ] (Config N d → ℂ) where
  toFun ψ := fun c => ψ (c ∘ σ)
  map_add' _ _ := rfl
  map_smul' _ _ := rfl
```

The symmetriser is the average of these operators over the whole permutation group:

\[
P=\frac1{N!}\sum_{\sigma}U_\sigma .
\]

```lean
/-- The symmetriser, the average of `U_σ` over all `N!` permutations of the particles. -/
def symmetriser (N d : ℕ) : (Config N d → ℂ) →ₗ[ℂ] (Config N d → ℂ) :=
  (N.factorial : ℂ)⁻¹ • ∑ σ : Equiv.Perm (Fin N), exchange σ
```

A wavefunction is called bosonic if \(U_\sigma\psi=\psi\) for every \(\sigma\). This definition carries the symmetrisation postulate for identical bosons. It is put in by hand, and no connection with spin is derived. Sums and multiples of bosonic wavefunctions are bosonic, so they form a subspace.

```lean
/-- The space of `N`-boson wavefunctions: those unchanged by every permutation of the
particles. -/
def bosonic (N d : ℕ) : Submodule ℂ (Config N d → ℂ) where
  carrier := {ψ | ∀ σ : Equiv.Perm (Fin N), exchange σ ψ = ψ}
  add_mem' := by
    intro a b ha hb σ
    rw [map_add, ha σ, hb σ]
  zero_mem' := fun σ => map_zero _
  smul_mem' := by
    intro z a ha σ
    rw [map_smul, ha σ]
```

The occupation of a configuration records how many particles sit in each mode and forgets which ones they are. It is the list of occupied modes with repetitions kept and order dropped, that is, a multiset of \(N\) modes. The type `Sym (Fin d) N` consists of exactly these multisets, and each of them is equivalent to a set of occupation numbers \(n_k\) with \(\sum_k n_k=N\).

```lean
/-- The occupation of a configuration: the multiset of occupied modes, which forgets which
particle sits in which mode. -/
def occupation (c : Config N d) : Sym (Fin d) N :=
  ⟨Finset.univ.val.map c, by simp⟩
```

## Averaging over the group gives a projection

Evaluated at one configuration, the definition of \(P\) reads

\[
(P\psi)(c)=\frac1{N!}\sum_\sigma\psi(c\circ\sigma).
\]

```lean
/-- The symmetrised amplitude of a configuration is the mean of the amplitudes of all its
relabellings. -/
theorem symmetriser_apply (ψ : Config N d → ℂ) (c : Config N d) :
    symmetriser N d ψ c
      = (N.factorial : ℂ)⁻¹ * ∑ σ : Equiv.Perm (Fin N), ψ (c ∘ σ) := by
  simp only [symmetriser, LinearMap.smul_apply, LinearMap.sum_apply, Pi.smul_apply,
    Finset.sum_apply, smul_eq_mul]
  rfl
```

Now permute the particles after symmetrising. For fixed \(\sigma\),

\[
(U_\sigma P\psi)(c)=\frac1{N!}\sum_\tau\psi(c\circ\sigma\circ\tau)
=\frac1{N!}\sum_\rho\psi(c\circ\rho)=(P\psi)(c),
\]

where \(\rho=\sigma\tau\) runs once through the group as \(\tau\) does. Hence \(U_\sigma P=P\), and every \(P\psi\) is bosonic. In the proof, `Fintype.sum_equiv` performs the change of summation variable, with left multiplication by \(\sigma\) as the bijection.

```lean
/-- A symmetrised wavefunction is unchanged by every permutation of the particles. -/
theorem exchange_symmetriser (σ : Equiv.Perm (Fin N)) (ψ : Config N d → ℂ) :
    exchange σ (symmetriser N d ψ) = symmetriser N d ψ := by
  funext c
  change symmetriser N d ψ (c ∘ σ) = symmetriser N d ψ c
  rw [symmetriser_apply, symmetriser_apply]
  congr 1
  -- left multiplication by `σ` only reorders the sum over the group
  exact Fintype.sum_equiv (Equiv.mulLeft σ) _ _ (fun τ => rfl)
```

It follows that \(P\psi=\psi\) holds exactly for bosonic \(\psi\). If \(P\psi=\psi\), then \(U_\sigma\psi=U_\sigma P\psi=P\psi=\psi\). Conversely, if \(\psi\) is bosonic, all \(N!\) terms of the average equal \(\psi(c)\), and

\[
(P\psi)(c)=\frac{1}{N!}\,N!\,\psi(c)=\psi(c).
\]

The two bullets of the proof are these two directions. Idempotence is then immediate: \(P\psi\) is bosonic, so \(P(P\psi)=P\psi\).

```lean
/-- The symmetriser leaves a wavefunction unchanged exactly when it is bosonic. -/
theorem symmetriser_eq_self_iff (ψ : Config N d → ℂ) :
    symmetriser N d ψ = ψ ↔ ψ ∈ bosonic N d := by
  constructor
  · intro h σ
    rw [← h]
    exact exchange_symmetriser σ ψ
  · intro hψ
    funext c
    have h : ∀ σ : Equiv.Perm (Fin N), ψ (c ∘ σ) = ψ c := fun σ => congrFun (hψ σ) c
    have hN : (N.factorial : ℂ) ≠ 0 := Nat.cast_ne_zero.2 N.factorial_ne_zero
    rw [symmetriser_apply, Finset.sum_congr rfl (fun σ _ => h σ), Finset.sum_const,
      Finset.card_univ, Fintype.card_perm, Fintype.card_fin, nsmul_eq_mul,
      inv_mul_cancel_left₀ hN]
```

## The symmetriser is Hermitian

Start with a single permutation. Substituting \(c'=c\circ\sigma\), so that \(c=c'\circ\sigma^{-1}\), gives

\[
\langle\varphi,U_\sigma\psi\rangle
=\sum_c\overline{\varphi(c)}\,\psi(c\circ\sigma)
=\sum_{c'}\overline{\varphi(c'\circ\sigma^{-1})}\,\psi(c')
=\langle U_{\sigma^{-1}}\varphi,\psi\rangle .
\]

The adjoint of \(U_\sigma\) is therefore \(U_{\sigma^{-1}}\). A single \(U_\sigma\) need not be Hermitian. The Lean proof makes the same substitution, this time as a bijection of configurations.

```lean
/-- The adjoint of a particle permutation is the inverse permutation. -/
theorem exchange_adjoint (σ : Equiv.Perm (Fin N)) (φ ψ : Config N d → ℂ) :
    star φ ⬝ᵥ exchange σ ψ = star (exchange σ⁻¹ φ) ⬝ᵥ ψ := by
  unfold dotProduct
  refine Fintype.sum_equiv (Equiv.arrowCongr σ.symm (Equiv.refl (Fin d))) _ _ (fun c => ?_)
  have h : (c ∘ ⇑σ) ∘ ⇑σ⁻¹ = c := by
    funext i
    simp
  change star (φ c) * ψ (c ∘ ⇑σ) = star (φ ((c ∘ ⇑σ) ∘ ⇑σ⁻¹)) * ψ (c ∘ ⇑σ)
  rw [h]
```

The average is Hermitian because the group contains each permutation together with its inverse. Since \(1/N!\) is real,

\[
\langle\varphi,P\psi\rangle
=\frac1{N!}\sum_\sigma\langle U_{\sigma^{-1}}\varphi,\psi\rangle
=\frac1{N!}\sum_\sigma\langle U_\sigma\varphi,\psi\rangle
=\langle P\varphi,\psi\rangle .
\]

In the code, `hL` and `hR` move the group sum outside the inner product on the left and on the right. The last line relabels \(\sigma\) as \(\sigma^{-1}\) and applies the previous result term by term.

```lean
/-- The symmetriser is Hermitian: `⟨φ, P ψ⟩ = ⟨P φ, ψ⟩`. -/
theorem symmetriser_hermitian (φ ψ : Config N d → ℂ) :
    star φ ⬝ᵥ symmetriser N d ψ = star (symmetriser N d φ) ⬝ᵥ ψ := by
  have hL : star φ ⬝ᵥ symmetriser N d ψ = (N.factorial : ℂ)⁻¹ *
      ∑ σ : Equiv.Perm (Fin N), star φ ⬝ᵥ exchange σ ψ := by
    simp only [dotProduct, symmetriser_apply, Finset.mul_sum]
    rw [Finset.sum_comm]
    refine Finset.sum_congr rfl fun σ _ => Finset.sum_congr rfl fun c _ => ?_
    change star (φ c) * ((N.factorial : ℂ)⁻¹ * ψ (c ∘ σ))
      = (N.factorial : ℂ)⁻¹ * (star (φ c) * ψ (c ∘ σ))
    ring
  have hR : star (symmetriser N d φ) ⬝ᵥ ψ = (N.factorial : ℂ)⁻¹ *
      ∑ σ : Equiv.Perm (Fin N), star (exchange σ φ) ⬝ᵥ ψ := by
    simp only [dotProduct, Pi.star_apply, symmetriser_apply, star_mul', star_sum, star_inv₀,
      star_natCast, Finset.mul_sum, Finset.sum_mul]
    rw [Finset.sum_comm]
    refine Finset.sum_congr rfl fun σ _ => Finset.sum_congr rfl fun c _ => ?_
    change (N.factorial : ℂ)⁻¹ * star (φ (c ∘ σ)) * ψ c
      = (N.factorial : ℂ)⁻¹ * (star (φ (c ∘ σ)) * ψ c)
    ring
  rw [hL, hR]
  congr 1
  -- inversion permutes the group
  exact Fintype.sum_equiv (Equiv.inv _) _ _ (fun σ => exchange_adjoint σ φ ψ)
```

## Bosonic amplitudes depend only on occupations

Two configurations have the same occupation exactly when a permutation of the particles turns one into the other. One direction is clear, since relabelling particles does not change how many sit in each mode. For the other, suppose \(c\) and \(c'\) have the same occupation numbers. For each mode \(k\), the sets

\[
\{i: c'(i)=k\}\quad\text{and}\quad\{i: c(i)=k\}
\]

have the same size, so there is a bijection from the first to the second. Together these bijections form one permutation \(\sigma\) of all the particles. It satisfies \(c(\sigma(i))=c'(i)\), which is \(c'=c\circ\sigma\).

The auxiliary statement `hc` identifies the size of such a set with the multiplicity of \(k\) in the occupation. The family `e` holds the bijections mode by mode, and `Equiv.ofFiberEquiv` glues them together.

```lean
/-- Two configurations have the same occupation exactly when they differ by a permutation of
the particles. -/
theorem occupation_eq_iff {c c' : Config N d} :
    occupation c = occupation c' ↔ ∃ σ : Equiv.Perm (Fin N), c' = c ∘ σ := by
  constructor
  · intro h
    have hm : Finset.univ.val.map c = Finset.univ.val.map c' := congrArg Subtype.val h
    have hc : ∀ (f : Config N d) (k : Fin d),
        Fintype.card {i // f i = k} = Multiset.count k (Finset.univ.val.map f) := by
      intro f k
      rw [Multiset.count_map, Fintype.card_subtype]
      change Multiset.card (Multiset.filter (fun i => f i = k) Finset.univ.val)
        = Multiset.card (Multiset.filter (fun i => k = f i) Finset.univ.val)
      exact congrArg _ (Multiset.filter_congr fun i _ => eq_comm)
    -- match the particles mode by mode
    let e : ∀ k, {i // c' i = k} ≃ {i // c i = k} := fun k =>
      Fintype.equivOfCardEq (by rw [hc, hc, hm])
    exact ⟨Equiv.ofFiberEquiv e, funext fun i => (Equiv.ofFiberEquiv_map e i).symm⟩
  · rintro ⟨σ, rfl⟩
    have hσ : Finset.univ.val.map σ = Finset.univ.val :=
      congrArg Finset.val (Finset.map_univ_equiv σ)
    apply Subtype.ext
    change Finset.univ.val.map c = Finset.univ.val.map (c ∘ σ)
    rw [← Multiset.map_map c σ, hσ]
```

Every multiset of \(N\) modes does occur as an occupation: write its elements in any order and put particle \(i\) in the \(i\)-th mode of the list.

```lean
/-- Every multiset of `N` modes is the occupation of some configuration. -/
theorem occupation_surjective :
    Function.Surjective (occupation : Config N d → Sym (Fin d) N) := by
  rintro ⟨s, hs⟩
  obtain ⟨l, rfl⟩ : ∃ l : List (Fin d), (l : Multiset (Fin d)) = s := Quot.exists_rep s
  have hl : l.length = N := by simpa using hs
  subst hl
  refine ⟨l.get, Subtype.ext ?_⟩
  change Finset.univ.val.map l.get = (l : Multiset (Fin d))
  rw [Fin.univ_val_map, List.ofFn_get]
```

These two facts describe the bosonic wavefunctions completely. For each occupation \(s\) choose a configuration \(c_s\) that has it, and set \(g(s)=\psi(c_s)\). If \(\psi\) is bosonic and \(c\) has occupation \(s\), then \(c=c_s\circ\sigma\) for some \(\sigma\), and

\[
\psi(c)=\psi(c_s\circ\sigma)=\psi(c_s)=g(s).
\]

Conversely, a function of the occupation alone is unchanged by every relabelling. In Lean the choice of \(c_s\) is made by `Function.surjInv`.

```lean
/-- A wavefunction is bosonic exactly when it depends on the occupation alone. -/
theorem mem_bosonic_iff (ψ : Config N d → ℂ) :
    ψ ∈ bosonic N d ↔ ∃ g : Sym (Fin d) N → ℂ, ψ = g ∘ occupation := by
  constructor
  · intro hψ
    refine ⟨fun s => ψ (Function.surjInv occupation_surjective s), funext fun c => ?_⟩
    obtain ⟨σ, hσ⟩ := occupation_eq_iff.1
      (Function.surjInv_eq occupation_surjective (occupation c))
    exact (congrArg ψ hσ).trans (congrFun (hψ σ) _)
  · rintro ⟨g, rfl⟩ σ
    funext c
    exact congrArg g (occupation_eq_iff.2 ⟨σ, rfl⟩).symm
```

## Counting the occupations

From here on the number of modes is written \(d+1\), so there is at least one mode. In terms of the number of modes \(m=d+1\), the count below is the familiar \(\binom{N+m-1}{N}\).

A bosonic wavefunction is fixed by one free complex number for each occupation. More precisely, the linear map \(g\mapsto g\circ\text{occupation}\) has the bosonic space as its range, and it is injective because every occupation occurs. The dimension is thus the number of multisets of \(N\) modes. To count them, represent the particles by \(N\) stars and separate the \(d+1\) modes by \(d\) bars. An occupation is a choice of which \(N\) of the \(N+d\) positions hold stars, so

\[
\dim(\text{bosonic space})=\binom{N+d}{N}.
\]

In the proof, `h` identifies the bosonic space with the range of that map, and Mathlib's `Sym.card_sym_eq_choose` supplies the count.

For two particles in two modes there are four configurations. Write \(|ab\rangle\) for the state with particle \(0\) in mode \(a\) and particle \(1\) in mode \(b\); the entries are mode labels, not occupation numbers. The bosonic space has the orthonormal basis \(|00\rangle\), \(|11\rangle\) and \((|01\rangle+|10\rangle)/\sqrt2\). The formula gives \(\binom{3}{2}=3\).

```lean
/-- The space of `N` bosons in `d + 1` modes has dimension `binomial(N + d, N)`. -/
theorem finrank_bosonic (N d : ℕ) :
    Module.finrank ℂ (bosonic N (d + 1)) = (N + d).choose N := by
  have h : bosonic N (d + 1) = LinearMap.range
      (LinearMap.funLeft ℂ ℂ (occupation : Config N (d + 1) → Sym (Fin (d + 1)) N)) := by
    ext ψ
    rw [mem_bosonic_iff, LinearMap.mem_range]
    constructor
    · rintro ⟨g, rfl⟩
      exact ⟨g, rfl⟩
    · rintro ⟨g, rfl⟩
      exact ⟨g, rfl⟩
  have hn : d + 1 + N - 1 = N + d := by omega
  rw [h, LinearMap.finrank_range_of_inj
    (LinearMap.funLeft_injective_of_surjective ℂ ℂ _ occupation_surjective),
    Module.finrank_fintype_fun_eq_card, Sym.card_sym_eq_choose, Fintype.card_fin, hn]
```

## The trace of the symmetriser

Every wavefunction splits as \(\psi=P\psi+(\psi-P\psi)\), where the first part lies in the range of \(P\) and the second is annihilated by \(P\). In a basis adapted to this splitting, \(P\) is diagonal, with a one for each basis vector of the range and zeros elsewhere. Its trace is the dimension of the range, which is the bosonic space:

\[
\operatorname{tr}P=\binom{N+d}{N}.
\]

The final theorem says that, for all natural numbers \(N\) and \(d\), three things hold for the symmetriser of \(N\) particles in \(d+1\) modes. It can be moved from one side of the inner product to the other, applying it twice is the same as applying it once, and its trace is the binomial coefficient, read as a complex number. The trace is `LinearMap.trace`, which does not depend on a basis. The case \(N=0\) is included: there is one empty configuration, \(P\) is the identity on a one-dimensional space, and the trace is \(1\).

In the proof, `hP` records that \(P\) maps everything into the bosonic space and fixes each bosonic wavefunction. Idempotence follows from it directly, and the trace formula follows from it together with the dimension count `finrank_bosonic`.

The number of modes is finite and the particle number is fixed, so the theorem describes one sector of a truncated Fock space. Within that restriction, \(\binom{N+d}{N}\) is the size of the Hamiltonian matrix in an exact diagonalisation of \(N\) bosons, before any further symmetry is used and with no cap on the occupation of a mode. Interactions do not alter it, because it counts states and not energies.

```lean
/-- For `N` particles in `d + 1` modes the symmetriser is Hermitian and idempotent, and its
trace is `binomial(N + d, N)`. -/
theorem symmetriser_projection (N d : ℕ) :
    (∀ φ ψ : Config N (d + 1) → ℂ,
      star φ ⬝ᵥ symmetriser N (d + 1) ψ = star (symmetriser N (d + 1) φ) ⬝ᵥ ψ) ∧
    symmetriser N (d + 1) ∘ₗ symmetriser N (d + 1) = symmetriser N (d + 1) ∧
    LinearMap.trace ℂ (Config N (d + 1) → ℂ) (symmetriser N (d + 1))
      = ((N + d).choose N : ℂ) := by
  have hP : LinearMap.IsProj (bosonic N (d + 1)) (symmetriser N (d + 1)) :=
    ⟨fun ψ σ => exchange_symmetriser σ ψ, fun ψ hψ => (symmetriser_eq_self_iff ψ).2 hψ⟩
  refine ⟨symmetriser_hermitian, LinearMap.ext fun ψ => hP.map_id _ (hP.map_mem ψ), ?_⟩
  -- the trace of a projection is the dimension of its range
  rw [hP.trace, finrank_bosonic]

end

end BosonSymmetriser
```

```lean
#print axioms BosonSymmetriser.symmetriser_projection
-- 'BosonSymmetriser.symmetriser_projection' depends on axioms: [propext, Classical.choice, Quot.sound]
```

## Fermions, and an average over too few permutations

The two results that follow are argued here in ordinary mathematics only, without a Lean proof.

With signs in the average, the same argument treats fermions. Let

\[
A=\frac1{N!}\sum_\sigma \operatorname{sgn}(\sigma)\,U_\sigma .
\]

Reindexing now gives \(U_\sigma A=\operatorname{sgn}(\sigma)A\), and \(A\) is again a Hermitian projection, since \(\sigma\) and \(\sigma^{-1}\) have the same sign. Its range consists of the antisymmetric wavefunctions. If two particles share a mode, exchanging them leaves \(c\) unchanged but reverses the sign of the amplitude, so \(\psi(c)=0\). One free amplitude remains for each set of \(N\) distinct modes, and in \(d+1\) modes \(\operatorname{tr}A=\binom{d+1}{N}\).

An average over an arbitrary set of permutations need not be a projection. Take three particles in two modes, let \(\sigma\) be a cyclic permutation of the three particles, and average over the identity and \(\sigma\) alone:

\[
Q=\tfrac12(1+U_\sigma),\qquad
Q^2-Q=\tfrac14\,(U_\sigma^2-1),\qquad
Q^\dagger=\tfrac12(1+U_{\sigma^{-1}}).
\]

A configuration with one particle in mode \(1\) and two in mode \(0\) is moved by \(\sigma^2=\sigma^{-1}\), and to a different place than by \(\sigma\). So \(Q\) is neither idempotent nor Hermitian. Its trace is wrong as well: \(U_\sigma\) fixes only the two configurations with all particles in one mode, which gives \(\operatorname{tr}Q=\tfrac12(8+2)=5\), while the bosonic space has dimension \(\binom{4}{3}=4\).
